# Submodularity of the capacity of competing sinks on a finite network with nonnegative conductances

Particles diffuse from a source held at constant concentration and are captured by absorbing sinks. With one sink present, the steady capture rate is some number. When a second sink is added, it can take particles that the first would have caught, so the total rate need not be the sum of the two single-sink rates. How far can the rates be added?

On a finite network, let c_ij ≥ 0 be the conductance of the link between sites i and j, Z the set of source sites and A a set of sink sites disjoint from Z. For a profile h, a real number h_i on each site, define the energy

E(h) = (1/2) Σ_ij c_ij (h_i − h_j)²

and let the capacity C(A) be the infimum of E(h) over all h with h = 1 on A and h = 0 on Z. For symmetric c this is the effective conductance between Z and A. The name "energy" refers to the Dirichlet form, not to the energy of a particle.

## The bound for two sinks

If A and B are both disjoint from Z, then

C(A ∪ B) + C(A ∩ B) ≤ C(A) + C(B).

The sinks may overlap. Capacities are nonnegative here, so dropping C(A ∩ B) leaves

C(A ∪ B) ≤ C(A) + C(B).

The sum of single-sink capacities is therefore an upper bound on the joint capacity. It can be a strict one, as a four-site example below shows.

The profile h runs opposite to the concentration. Suppose that the particles hop with rates k_ij from i to j and obey detailed balance with equilibrium weights π_i, so that c_ij = π_i k_ij is symmetric. Let u_i be the steady occupation of site i divided by π_i, with u = 1 on the source and u = 0 on the sink. Then h = 1 − u minimises E among the trial profiles for A, and it satisfies

Σ_j c_ij (h_i − h_j) = 0

at every site outside A and Z. Summation by parts gives

E(h) = Σ_i h_i Σ_j c_ij (h_i − h_j).

Only the sites of A contribute, with h_i = 1, and what remains is the total current into A. So C(A) is the steady capture rate at u = 1 on the source.

## Capture rates in grid and Markov-network codes

For non-interacting particles with reversible hopping on a finite grid or Markov network, the bound lets a code estimate the joint capture rate of several fixed, perfectly absorbing sinks from above by single-sink solves. It also provides a consistency check: four linear solves, for A, B, A ∪ B and A ∩ B, must satisfy the inequality to within the numerical error of the computed capacities, which can be larger than the residual tolerance of the solver.

All four solves must use the same network. When A is computed alone, the sites of B outside A remain ordinary sites that particles can cross. Deleting them, or making them reflecting, changes the conductances, and the inequality then no longer compares like with like.

The signs of the couplings also deserve a check. Linear finite elements on some obtuse meshes produce negative off-diagonal conductances, and the theorem makes no statement about such a matrix.

## From a single link to the whole network

**Cutting off at 1.** Replace h_i by min(1, h_i). For two numbers a and b,

(min(1, a) − min(1, b))² ≤ (a − b)².

If both numbers are at most 1, nothing changes. If both are at least 1, the left side is zero. If a ≥ 1 ≥ b, the left side is (1 − b)², and 0 ≤ 1 − b ≤ a − b; the remaining case is the same with a and b exchanged. Multiplying by c_ij ≥ 0 and summing shows that the cut-off does not raise the energy.

**Maximum and minimum.** Take two profiles f and g, and on the link between i and j write a = f_i, b = g_i, a' = f_j, b' = g_j. The claim is

(max(a, b) − max(a', b'))² + (min(a, b) − min(a', b'))² ≤ (a − a')² + (b − b')².

If f and g are ordered the same way at both sites, the two sides are equal. If the order is reversed between the sites, the left side is (b − a')² + (a − b')², and

left side − right side = 2 (a − b)(a' − b') ≤ 0,

because the two factors have opposite signs or one of them vanishes. Weighting by c_ij and summing gives

E(max(f, g)) + E(min(f, g)) ≤ E(f) + E(g).

**Trial profiles for the union and the intersection.** Let f be a trial profile for A and g one for B, and cut both off at 1. On A ∪ B at least one of them equals 1 and neither exceeds 1, so their maximum is 1. On A ∩ B both equal 1, so their minimum is 1. On Z both vanish. The maximum is thus a trial profile for A ∪ B and the minimum one for A ∩ B, and

C(A ∪ B) + C(A ∩ B) ≤ E(f) + E(g).

The left side depends on neither f nor g. Taking the infimum over f and then over g gives the bound.

**Larger sinks and diminishing returns.** If A ⊆ B, every trial profile for B is also one for A, so C(A) ≤ C(B). Now add a further sink D, also disjoint from Z. Apply the bound to A ∪ D and B, whose union is B ∪ D and whose intersection contains A. With monotonicity this gives

C(B ∪ D) − C(B) ≤ C(A ∪ D) − C(A).

Adding sites to the existing sink never increases what the same addition D contributes, though it may leave it unchanged.

**Two sinks behind a hub.** Join site 1 to sites 0, 2 and 3 by unit conductances, with the source at 0. Write x = h_1. With site 2 as the only sink, the best choice for the free site is h_3 = x, which leaves

x² + (1 − x)² = 2 (x − 1/2)² + 1/2.

The capacity is 1/2, and by symmetry the same holds for site 3 alone. With both sinks present the energy is

x² + 2 (1 − x)² = 3 (x − 2/3)² + 2/3,

so the joint capacity is 2/3, whereas the single-sink capacities add up to 1.

## Lean definitions and proofs

```lean
import Mathlib

open Finset

namespace CompetingSinks

noncomputable section

variable {V : Type*} [Fintype V]

/-- The Dirichlet energy `(1/2) ∑ c_ij (h_i - h_j)²` of a profile `h` on a network with
conductances `c`. -/
def energy (c : V → V → ℝ) (h : V → ℝ) : ℝ :=
  (1 / 2) * ∑ i, ∑ j, c i j * (h i - h j) ^ 2

/-- A trial profile for the sink `A` and the source set `Z`: it is 1 on `A` and 0 on `Z`. -/
def Admissible (Z A : Set V) (h : V → ℝ) : Prop :=
  (∀ i ∈ A, h i = 1) ∧ ∀ i ∈ Z, h i = 0

/-- The capacity of the sink `A` relative to the source set `Z`, for `A` disjoint from `Z` and
nonnegative conductances: the infimum of the energy over all trial profiles. -/
def capacity (c : V → V → ℝ) (Z A : Set V) : ℝ :=
  sInf (energy c '' {h | Admissible Z A h})

/-- For nonnegative conductances, every trial profile gives an upper bound on the capacity. -/
theorem capacity_le {c : V → V → ℝ} (hc : ∀ i j, 0 ≤ c i j) {Z A : Set V} {h : V → ℝ}
    (hh : Admissible Z A h) : capacity c Z A ≤ energy c h := by
  refine csInf_le ⟨0, ?_⟩ ⟨h, hh, rfl⟩
  rintro _ ⟨f, _, rfl⟩
  exact mul_nonneg (by norm_num) (Finset.sum_nonneg fun i _ =>
    Finset.sum_nonneg fun j _ => mul_nonneg (hc i j) (sq_nonneg _))

/-- If the sink is disjoint from the source set, a number below the energy of every trial
profile is a lower bound on the capacity. -/
theorem le_capacity {c : V → V → ℝ} {Z A : Set V} (hA : Disjoint A Z) {m : ℝ}
    (hm : ∀ h, Admissible Z A h → m ≤ energy c h) : m ≤ capacity c Z A := by
  classical
  refine le_csInf ⟨_, fun i => if i ∈ A then 1 else 0, ⟨?_, ?_⟩, rfl⟩ ?_
  · intro i hi
    exact if_pos hi
  · intro i hi
    exact if_neg (Set.disjoint_right.1 hA hi)
  · rintro _ ⟨h, hh, rfl⟩
    exact hm h hh

/-- For nonnegative conductances, cutting a profile off at the value 1 does not raise its
energy. -/
theorem energy_cutoff_le {c : V → V → ℝ} (hc : ∀ i j, 0 ≤ c i j) (h : V → ℝ) :
    energy c (fun i => min 1 (h i)) ≤ energy c h := by
  have key : ∀ a b : ℝ, (min 1 a - min 1 b) ^ 2 ≤ (a - b) ^ 2 := by
    intro a b
    rcases le_total 1 a with ha | ha <;> rcases le_total 1 b with hb | hb <;>
      simp only [min_eq_left, min_eq_right, ha, hb] <;>
      nlinarith [mul_nonneg (sub_nonneg.2 ha) (sub_nonneg.2 hb), sq_nonneg (a - 1),
        sq_nonneg (b - 1), sq_nonneg (a - b)]
  unfold energy
  exact mul_le_mul_of_nonneg_left (Finset.sum_le_sum fun i _ => Finset.sum_le_sum fun j _ =>
    mul_le_mul_of_nonneg_left (key (h i) (h j)) (hc i j)) (by norm_num)

/-- For nonnegative conductances, the pointwise maximum and minimum of two profiles together
have at most the energy of the two profiles. -/
theorem energy_max_add_min_le {c : V → V → ℝ} (hc : ∀ i j, 0 ≤ c i j) (f g : V → ℝ) :
    energy c (fun i => max (f i) (g i)) + energy c (fun i => min (f i) (g i))
      ≤ energy c f + energy c g := by
  -- the inequality on a single edge
  have key : ∀ a b a' b' : ℝ, (max a b - max a' b') ^ 2 + (min a b - min a' b') ^ 2
      ≤ (a - a') ^ 2 + (b - b') ^ 2 := by
    intro a b a' b'
    rcases le_total a b with h | h <;> rcases le_total a' b' with h' | h' <;>
      simp only [max_eq_left, max_eq_right, min_eq_left, min_eq_right, h, h'] <;>
      nlinarith [mul_nonneg (sub_nonneg.2 h) (sub_nonneg.2 h')]
  unfold energy
  simp only [← mul_add, ← Finset.sum_add_distrib]
  exact mul_le_mul_of_nonneg_left (Finset.sum_le_sum fun i _ => Finset.sum_le_sum fun j _ =>
    mul_le_mul_of_nonneg_left (key (f i) (g i) (f j) (g j)) (hc i j)) (by norm_num)

/-- Submodularity of the capacity: for nonnegative conductances and sinks `A`, `B` disjoint from
the source set, `C(A ∪ B) + C(A ∩ B) ≤ C(A) + C(B)`. -/
theorem capacity_submodular {c : V → V → ℝ} (hc : ∀ i j, 0 ≤ c i j) {Z A B : Set V}
    (hAB : Disjoint (A ∪ B) Z) :
    capacity c Z (A ∪ B) + capacity c Z (A ∩ B) ≤ capacity c Z A + capacity c Z B := by
  have hA : Disjoint A Z := hAB.mono_left Set.subset_union_left
  have hB : Disjoint B Z := hAB.mono_left Set.subset_union_right
  -- maximum and minimum of the cut-off profiles are trial profiles for union and intersection
  have key : ∀ f g, Admissible Z A f → Admissible Z B g →
      capacity c Z (A ∪ B) + capacity c Z (A ∩ B) ≤ energy c f + energy c g := by
    intro f g hf hg
    have hmax : Admissible Z (A ∪ B) (fun i => max (min 1 (f i)) (min 1 (g i))) := by
      refine ⟨?_, fun i hi => by simp [hf.2 i hi, hg.2 i hi]⟩
      rintro i (hi | hi)
      · simp [hf.1 i hi]
      · simp [hg.1 i hi]
    have hmin : Admissible Z (A ∩ B) (fun i => min (min 1 (f i)) (min 1 (g i))) :=
      ⟨fun i hi => by simp [hf.1 i hi.1, hg.1 i hi.2],
        fun i hi => by simp [hf.2 i hi, hg.2 i hi]⟩
    linarith [capacity_le hc hmax, capacity_le hc hmin, energy_cutoff_le hc f,
      energy_cutoff_le hc g,
      energy_max_add_min_le hc (fun i => min 1 (f i)) (fun i => min 1 (g i))]
  -- take the infimum over `f`, then over `g`
  have h1 : ∀ g, Admissible Z B g →
      capacity c Z (A ∪ B) + capacity c Z (A ∩ B) - energy c g ≤ capacity c Z A :=
    fun g hg => le_capacity hA fun f hf => by linarith [key f g hf hg]
  have h2 : capacity c Z (A ∪ B) + capacity c Z (A ∩ B) - capacity c Z A ≤ capacity c Z B :=
    le_capacity hB fun g hg => by linarith [h1 g hg]
  linarith

/-- For nonnegative conductances, enlarging a sink, while it stays disjoint from the source set,
does not lower its capacity. -/
theorem capacity_mono {c : V → V → ℝ} (hc : ∀ i j, 0 ≤ c i j) {Z A B : Set V}
    (hAB : A ⊆ B) (hB : Disjoint B Z) : capacity c Z A ≤ capacity c Z B :=
  le_capacity hB fun _ hh => capacity_le hc ⟨fun i hi => hh.1 i (hAB hi), hh.2⟩

/-- Diminishing returns: for nonnegative conductances and sinks disjoint from the source set,
adding `D` to a sink `B` raises the capacity by at most as much as adding `D` to a part `A`
of `B`. -/
theorem capacity_diminishing_returns {c : V → V → ℝ} (hc : ∀ i j, 0 ≤ c i j)
    {Z A B D : Set V} (hAB : A ⊆ B) (hBD : Disjoint (B ∪ D) Z) :
    capacity c Z (B ∪ D) - capacity c Z B ≤ capacity c Z (A ∪ D) - capacity c Z A := by
  have e : (A ∪ D) ∪ B = B ∪ D := by
    ext x
    have := @hAB x
    simp only [Set.mem_union]
    tauto
  have hsub := capacity_submodular hc (A := A ∪ D) (B := B) (Z := Z) (by rw [e]; exact hBD)
  rw [e] at hsub
  have hmono : capacity c Z A ≤ capacity c Z ((A ∪ D) ∩ B) :=
    capacity_mono hc (fun x hx => ⟨Or.inl hx, hAB hx⟩)
      (hBD.mono_left fun x hx => Or.inl hx.2)
  linarith

/-- Four sites with unit conductances between the hub 1 and each of the sites 0, 2 and 3, and no
other links. -/
def hubGraph : Fin 4 → Fin 4 → ℝ :=
  ![![0, 1, 0, 0], ![1, 0, 1, 1], ![0, 1, 0, 0], ![0, 1, 0, 0]]

/-- On the hub graph with source 0, the sinks 2 and 3 have capacity 1/2 each when alone, and
capacity 2/3 when both are present. -/
theorem hubGraph_capacities :
    capacity hubGraph {0} {2} = 1 / 2 ∧ capacity hubGraph {0} {3} = 1 / 2 ∧
      capacity hubGraph {0} {2, 3} = 2 / 3 := by
  have hc : ∀ i j, 0 ≤ hubGraph i j := by
    intro i j
    fin_cases i <;> fin_cases j <;> simp [hubGraph]
  have hE : ∀ h, energy hubGraph h
      = (h 0 - h 1) ^ 2 + (h 2 - h 1) ^ 2 + (h 3 - h 1) ^ 2 := by
    intro h
    simp [energy, hubGraph, Fin.sum_univ_four]
    ring
  -- upper bounds from the harmonic profiles, lower bounds by completing the square
  refine ⟨le_antisymm ?_ ?_, le_antisymm ?_ ?_, le_antisymm ?_ ?_⟩
  · refine (capacity_le hc (h := ![0, 1 / 2, 1, 1 / 2]) ⟨by simp, by simp⟩).trans ?_
    rw [hE]
    change ((0 : ℝ) - 1 / 2) ^ 2 + (1 - 1 / 2) ^ 2 + (1 / 2 - 1 / 2) ^ 2 ≤ 1 / 2
    norm_num
  · refine le_capacity (by simp) fun h hh => ?_
    rw [hE, hh.2 0 (by simp), hh.1 2 (by simp)]
    nlinarith [sq_nonneg (h 1 - 1 / 2), sq_nonneg (h 3 - h 1)]
  · refine (capacity_le hc (h := ![0, 1 / 2, 1 / 2, 1]) ⟨by simp, by simp⟩).trans ?_
    rw [hE]
    change ((0 : ℝ) - 1 / 2) ^ 2 + (1 / 2 - 1 / 2) ^ 2 + (1 - 1 / 2) ^ 2 ≤ 1 / 2
    norm_num
  · refine le_capacity (by simp) fun h hh => ?_
    rw [hE, hh.2 0 (by simp), hh.1 3 (by simp)]
    nlinarith [sq_nonneg (h 1 - 1 / 2), sq_nonneg (h 2 - h 1)]
  · refine (capacity_le hc (h := ![0, 2 / 3, 1, 1]) ⟨by simp, by simp⟩).trans ?_
    rw [hE]
    change ((0 : ℝ) - 2 / 3) ^ 2 + (1 - 2 / 3) ^ 2 + (1 - 2 / 3) ^ 2 ≤ 2 / 3
    norm_num
  · refine le_capacity (by simp) fun h hh => ?_
    rw [hE, hh.2 0 (by simp), hh.1 2 (by simp), hh.1 3 (by simp)]
    nlinarith [sq_nonneg (h 1 - 2 / 3)]

end

end CompetingSinks
```

```lean
#print axioms CompetingSinks.capacity_submodular
-- 'CompetingSinks.capacity_submodular' depends on axioms: [propext, Classical.choice, Quot.sound]
#print axioms CompetingSinks.capacity_diminishing_returns
-- 'CompetingSinks.capacity_diminishing_returns' depends on axioms: [propext, Classical.choice, Quot.sound]
#print axioms CompetingSinks.hubGraph_capacities
-- 'CompetingSinks.hubGraph_capacities' depends on axioms: [propext, Classical.choice, Quot.sound]
```

## What is proved, and for which networks

The sites form a finite type `V`, and the conductances are a function `c : V → V → ℝ`. `Admissible Z A h` encodes the two boundary conditions, and `capacity c Z A` is the infimum of `energy c` over the profiles that meet them. The main theorem, `capacity_submodular`, has two hypotheses. `hc` says that all conductances are nonnegative, as they are when they come from hopping rates and equilibrium weights. `hAB` says that no site is both sink and source. If a sink did meet the source, no trial profile would exist and Lean's infimum would return 0, a value without physical meaning.

Two lemmas handle the infimum. `capacity_le` says that any trial profile bounds the capacity from above; it uses the fact that energies are nonnegative. `le_capacity` says that a number below all trial energies is also below the capacity; it uses the profile that is 1 on `A` and 0 elsewhere to show that trial profiles exist.

`energy_cutoff_le` and `energy_max_add_min_le` are the two link inequalities summed over the network. In each, `key` is the inequality for plain numbers: `le_total` splits it into the orderings treated above, and `nlinarith` closes each case with the help of products of nonnegative differences and, for the cut-off, of squares. `Finset.sum_le_sum` then carries the result through both sums.

In `capacity_submodular`, `hmax` and `hmin` check the boundary conditions of the combined profiles, and `key` is the inequality valid for every pair `f`, `g`. The steps `h1` and `h2` take the infimum over `f` and then over `g`. `capacity_mono` and `capacity_diminishing_returns` follow the short arguments given above. For the example, `hubGraph_capacities` obtains upper bounds from explicit profiles and lower bounds from the completed squares.

Symmetry of `c` is not assumed. The energy depends only on the average of c_ij and c_ji, so for a nonsymmetric matrix the theorem concerns the symmetrised network. It should not be read as a bound on capture rates in a driven system without detailed balance.

The step from these theorems to a simulated rate is the identification of capacity with steady current; that identification, like the form of the bound without C(A ∩ B), rests on the argument in the text and has no Lean theorem of its own. The model also fixes the physics of the sinks: they absorb perfectly, do not saturate and do not move, and the particles do not interact. For a continuum problem the bound applies to each finite discretisation with nonnegative conductances, and passing to the limit of a fine grid needs a separate convergence argument. Finally, the theorems concern exact capacities, so the accuracy of a linear solver has to be assessed separately.
